# One-loop equality of $Z_1$ and $Z_2$ in QED with a photon mass and a Pauli–Villars cutoff

If the vertex constant $Z_1$ and the field-strength constant $Z_2$ of quantum electrodynamics differed, an electron and a muon with the same bare charge would in general show different measured charges, because the loop corrections depend on the mass of the particle. The file below takes the standard one-loop integrals for the two constants, in Feynman gauge with a small photon mass and a large Pauli–Villars cutoff, and proves that the constants agree to first order in the fine-structure constant $\alpha$.

```lean
import Mathlib

open MeasureTheory

namespace OneLoopWardIdentity

noncomputable section

/-- The Feynman-parameter denominator `D = (1-x)² m² + x μ²` for electron mass `m` and
photon mass `μ`. -/
def denom (m μ x : ℝ) : ℝ := (1 - x) ^ 2 * m ^ 2 + x * μ ^ 2

/-- The integrand of the one-loop vertex correction at zero momentum transfer, with cutoff `Λ`;
its domain is `0 < x`, `Λ ≠ 0`, `D ≠ 0`. -/
def vertexIntegrand (m μ Λ x : ℝ) : ℝ :=
  (1 - x) * (Real.log (x * Λ ^ 2 / denom m μ x) + (1 - 4 * x + x ^ 2) * m ^ 2 / denom m μ x)

/-- The integrand of the one-loop electron field-strength correction, with cutoff `Λ`;
its domain is `0 < x`, `Λ ≠ 0`, `D ≠ 0`. -/
def fieldIntegrand (m μ Λ x : ℝ) : ℝ :=
  -x * Real.log (x * Λ ^ 2 / denom m μ x) + 2 * (2 - x) * x * (1 - x) * m ^ 2 / denom m μ x

/-- The surface term `x (1-x) ln(x Λ²/D)`, for `0 < x`, `Λ ≠ 0`, `D ≠ 0`; at `x = 0` its value is
`0`. -/
def surfaceTerm (m μ Λ x : ℝ) : ℝ := x * (1 - x) * Real.log (x * Λ ^ 2 / denom m μ x)

/-- For positive masses and cutoff, the vertex renormalization constant `Z₁` to first order in the
coupling `α`. -/
def Z₁ (α m μ Λ : ℝ) : ℝ :=
  1 - α / (2 * Real.pi) * ∫ x in (0 : ℝ)..1, vertexIntegrand m μ Λ x

/-- For positive masses and cutoff, the electron field-strength renormalization constant `Z₂` to
first order in the coupling `α`. -/
def Z₂ (α m μ Λ : ℝ) : ℝ :=
  1 + α / (2 * Real.pi) * ∫ x in (0 : ℝ)..1, fieldIntegrand m μ Λ x

variable {m μ Λ x : ℝ}

/-- For positive electron and photon masses the denominator is positive on `[0,1]`. -/
theorem denom_pos (hm : 0 < m) (hμ : 0 < μ) (h0 : 0 ≤ x) : 0 < denom m μ x := by
  unfold denom
  rcases h0.eq_or_lt with h | h
  · rw [← h]
    have := pow_pos hm 2
    linarith
  · positivity

/-- For positive masses, cutoff and `x`, the logarithm splits into `ln x + ln Λ² - ln D`. -/
theorem log_split (hm : 0 < m) (hμ : 0 < μ) (hΛ : 0 < Λ) (hx : 0 < x) :
    Real.log (x * Λ ^ 2 / denom m μ x)
      = Real.log x + Real.log (Λ ^ 2) - Real.log (denom m μ x) := by
  rw [Real.log_div (by positivity) (denom_pos hm hμ hx.le).ne',
    Real.log_mul hx.ne' (by positivity)]

/-- For positive masses, `D` and `ln D` are continuous on `[0,1]`. -/
theorem continuousOn_denom (hm : 0 < m) (hμ : 0 < μ) :
    ContinuousOn (denom m μ) (Set.Icc 0 1) ∧
      ContinuousOn (fun x => Real.log (denom m μ x)) (Set.Icc 0 1) := by
  have h : ContinuousOn (denom m μ) (Set.Icc 0 1) := by
    unfold denom
    fun_prop
  exact ⟨h, h.log fun x hx => (denom_pos hm hμ hx.1).ne'⟩

/-- For positive masses and cutoff, both one-loop integrands are integrable over `(0,1)`. -/
theorem integrands_integrable (hm : 0 < m) (hμ : 0 < μ) (hΛ : 0 < Λ) :
    IntervalIntegrable (vertexIntegrand m μ Λ) volume 0 1 ∧
      IntervalIntegrable (fieldIntegrand m μ Λ) volume 0 1 := by
  have hI : Set.uIcc (0 : ℝ) 1 = Set.Icc 0 1 := Set.uIcc_of_le zero_le_one
  obtain ⟨hD, hlD⟩ := continuousOn_denom hm hμ
  rw [← hI] at hD hlD
  have hne : ∀ x ∈ Set.uIcc (0 : ℝ) 1, denom m μ x ≠ 0 := fun x hx =>
    (denom_pos hm hμ (hI ▸ hx).1).ne'
  -- the logarithm is integrable, since `ln x` is
  have hL : IntervalIntegrable (fun x => Real.log (x * Λ ^ 2 / denom m μ x)) volume 0 1 := by
    have h : IntervalIntegrable
        (fun x => Real.log x + (Real.log (Λ ^ 2) - Real.log (denom m μ x))) volume 0 1 :=
      intervalIntegral.intervalIntegrable_log'.add
        (continuousOn_const.sub hlD).intervalIntegrable
    rw [intervalIntegrable_iff_integrableOn_Ioo_of_le zero_le_one] at h ⊢
    refine h.congr_fun (fun x hx => ?_) measurableSet_Ioo
    simp only [log_split hm hμ hΛ hx.1]
    ring
  -- the rational parts are continuous
  constructor
  · have hR : ContinuousOn (fun x => (1 - 4 * x + x ^ 2) * m ^ 2 / denom m μ x)
        (Set.uIcc 0 1) := ContinuousOn.div (by fun_prop) hD hne
    exact (hL.add hR.intervalIntegrable).continuousOn_mul
      (g := fun x => 1 - x) (by fun_prop)
  · have hR : ContinuousOn (fun x => 2 * (2 - x) * x * (1 - x) * m ^ 2 / denom m μ x)
        (Set.uIcc 0 1) := ContinuousOn.div (by fun_prop) hD hne
    exact (hL.continuousOn_mul (g := fun x => -x) (by fun_prop)).add hR.intervalIntegrable

/-- For positive masses, cutoff and `x`, the sum of the vertex and field-strength integrands
is the derivative of the surface term. -/
theorem hasDerivAt_surfaceTerm (hm : 0 < m) (hμ : 0 < μ) (hΛ : 0 < Λ) (hx : 0 < x) :
    HasDerivAt (surfaceTerm m μ Λ) (vertexIntegrand m μ Λ x + fieldIntegrand m μ Λ x) x := by
  have hne : denom m μ x ≠ 0 := (denom_pos hm hμ hx.le).ne'
  have h1 : HasDerivAt (fun y : ℝ => 1 - y) (-1) x := (hasDerivAt_id' x).const_sub 1
  have hD : HasDerivAt (denom m μ) (-2 * (1 - x) * m ^ 2 + μ ^ 2) x :=
    (((h1.fun_pow 2).mul_const (m ^ 2)).fun_add
      ((hasDerivAt_id' x).mul_const (μ ^ 2))).congr_deriv (by ring)
  -- the identity behind the cancellation: `D - x D' = (1 - x²) m²`
  have key : denom m μ x - x * (-2 * (1 - x) * m ^ 2 + μ ^ 2) = (1 - x ^ 2) * m ^ 2 := by
    unfold denom
    ring
  have alg : ∀ D E : ℝ, D ≠ 0 →
      (1 * Λ ^ 2 * D - x * Λ ^ 2 * E) / D ^ 2 / (x * Λ ^ 2 / D) = (D - x * E) / (x * D) := by
    intro D E h
    field_simp
  have hlog : HasDerivAt (fun y => Real.log (y * Λ ^ 2 / denom m μ y))
      ((1 - x ^ 2) * m ^ 2 / (x * denom m μ x)) x :=
    ((((hasDerivAt_id' x).mul_const (Λ ^ 2)).fun_div hD hne).log
      (div_ne_zero (by positivity) hne)).congr_deriv ((alg _ _ hne).trans (by rw [key]))
  refine (((hasDerivAt_id' x).fun_mul h1).fun_mul hlog).congr_deriv ?_
  have hc : x * (1 - x) * ((1 - x ^ 2) * m ^ 2 / (x * denom m μ x))
      = (1 - x) * (1 - x ^ 2) * m ^ 2 / denom m μ x := by
    field_simp
  simp only [vertexIntegrand, fieldIntegrand]
  linear_combination hc

/-- For positive electron mass, photon mass and cutoff, the one-loop vertex and field-strength
integrals sum to exactly zero. -/
theorem vertex_add_field_eq_zero (hm : 0 < m) (hμ : 0 < μ) (hΛ : 0 < Λ) :
    (∫ x in (0 : ℝ)..1, vertexIntegrand m μ Λ x)
      + (∫ x in (0 : ℝ)..1, fieldIntegrand m μ Λ x) = 0 := by
  obtain ⟨hv, hf⟩ := integrands_integrable hm hμ hΛ
  -- `x ln x` is continuous at `0`, hence so is the surface term
  have hcont : ContinuousOn (surfaceTerm m μ Λ) (Set.Icc 0 1) := by
    have g : ContinuousOn (fun x => (1 - x) * (x * Real.log x)
        + x * (1 - x) * (Real.log (Λ ^ 2) - Real.log (denom m μ x))) (Set.Icc 0 1) :=
      (ContinuousOn.mul (by fun_prop) Real.continuous_mul_log.continuousOn).add
        (ContinuousOn.mul (by fun_prop)
          (continuousOn_const.sub (continuousOn_denom hm hμ).2))
    refine g.congr fun x hx => ?_
    rcases hx.1.eq_or_lt with h | h
    · simp [surfaceTerm, ← h]
    · simp only [surfaceTerm, log_split hm hμ hΛ h]
      ring
  rw [← intervalIntegral.integral_add hv hf,
    intervalIntegral.integral_eq_sub_of_hasDerivAt_of_le zero_le_one hcont
      (fun x hx => hasDerivAt_surfaceTerm hm hμ hΛ hx.1) (hv.add hf)]
  simp [surfaceTerm]

/-- For positive masses and cutoff, `Z₁ = Z₂` to first order in the coupling. -/
theorem Z₁_eq_Z₂ (α : ℝ) (hm : 0 < m) (hμ : 0 < μ) (hΛ : 0 < Λ) :
    Z₁ α m μ Λ = Z₂ α m μ Λ := by
  unfold Z₁ Z₂
  linear_combination (-(α / (2 * Real.pi))) * vertex_add_field_eq_zero hm hμ hΛ

/-- For positive masses and cutoffs, changing the cutoff from `Λ` to `Λ'` shifts the vertex
integral by `ln(Λ'/Λ)`. -/
theorem vertex_cutoff_shift {Λ' : ℝ} (hm : 0 < m) (hμ : 0 < μ) (hΛ : 0 < Λ) (hΛ' : 0 < Λ') :
    (∫ x in (0 : ℝ)..1, vertexIntegrand m μ Λ' x)
      - (∫ x in (0 : ℝ)..1, vertexIntegrand m μ Λ x) = Real.log (Λ' / Λ) := by
  have hhalf : ∫ x in (0 : ℝ)..1, (1 - x) = 1 / 2 :=
    (intervalIntegral.integral_comp_sub_left (fun x : ℝ => x) 1).trans
      (by norm_num [integral_id])
  have hcongr : ∫ x in (0 : ℝ)..1, (vertexIntegrand m μ Λ' x - vertexIntegrand m μ Λ x)
      = ∫ x in (0 : ℝ)..1, (1 - x) * (2 * Real.log (Λ' / Λ)) := by
    refine intervalIntegral.integral_congr_ae (Filter.Eventually.of_forall fun x hx => ?_)
    rw [Set.uIoc_of_le zero_le_one] at hx
    simp only [vertexIntegrand, log_split hm hμ hΛ hx.1, log_split hm hμ hΛ' hx.1,
      Real.log_div hΛ'.ne' hΛ.ne', Real.log_pow]
    push_cast
    ring
  rw [← intervalIntegral.integral_sub (integrands_integrable hm hμ hΛ').1
    (integrands_integrable hm hμ hΛ).1, hcongr, intervalIntegral.integral_mul_const, hhalf]
  ring

/-- For a massless photon, with positive electron mass and cutoff, the field-strength integrand
is not integrable over `(0,1)`. -/
theorem massless_not_integrable (hm : 0 < m) (hΛ : 0 < Λ) :
    ¬ IntervalIntegrable (fieldIntegrand m 0 Λ) volume 0 1 := by
  intro h
  have hlog : IntervalIntegrable Real.log volume 0 1 := intervalIntegral.intervalIntegrable_log'
  have hlog1 : IntervalIntegrable (fun x => Real.log (1 - x)) volume 0 1 := by
    simpa only [sub_self, sub_zero] using (hlog.comp_sub_left 1).symm
  have hlin : IntervalIntegrable (fun x : ℝ => Real.log (Λ ^ 2) - Real.log (m ^ 2))
      volume 0 1 := continuous_const.intervalIntegrable _ _
  have hpoly : IntervalIntegrable (fun x : ℝ => 2 * (1 - x)) volume 0 1 :=
    Continuous.intervalIntegrable (by fun_prop) _ _
  -- removing the integrable logarithms leaves the pole at `x = 1`
  have hc := ((h.add (((hlog.add hlin).sub (hlog1.const_mul 2)).continuousOn_mul
    (g := fun x => x) (by fun_prop))).add hpoly).const_mul (-1 / 2)
  have hbad : IntervalIntegrable (fun x : ℝ => (x - 1)⁻¹) volume 0 1 := by
    rw [intervalIntegrable_iff_integrableOn_Ioo_of_le zero_le_one] at hc ⊢
    refine hc.congr_fun (fun x hx => ?_) measurableSet_Ioo
    have hx0 : 0 < x := hx.1
    have hx1 : 0 < 1 - x := sub_pos.2 hx.2
    have hden : denom m 0 x = (1 - x) ^ 2 * m ^ 2 := by
      unfold denom
      ring
    have hl : Real.log (x * Λ ^ 2 / ((1 - x) ^ 2 * m ^ 2))
        = Real.log x + (Real.log (Λ ^ 2) - Real.log (m ^ 2)) - 2 * Real.log (1 - x) := by
      rw [Real.log_div (by positivity) (by positivity), Real.log_mul hx0.ne' (by positivity),
        Real.log_mul (by positivity) (by positivity), Real.log_pow (1 - x) 2]
      push_cast
      ring
    have hfrac : 2 * (2 - x) * x * (1 - x) * m ^ 2 / ((1 - x) ^ 2 * m ^ 2)
        = 2 * (1 - x)⁻¹ - 2 * (1 - x) := by
      have hne : 1 - x ≠ 0 := hx1.ne'
      field_simp
      ring
    change -1 / 2 * (fieldIntegrand m 0 Λ x + x * (Real.log x
      + (Real.log (Λ ^ 2) - Real.log (m ^ 2)) - 2 * Real.log (1 - x)) + 2 * (1 - x))
      = (x - 1)⁻¹
    rw [fieldIntegrand, hden, hl, ← neg_sub 1 x, inv_neg]
    linear_combination (-1 / 2) * hfrac
  rcases intervalIntegrable_sub_inv_iff.1 hbad with h | h
  · exact zero_ne_one h
  · exact h Set.right_mem_uIcc

end

end OneLoopWardIdentity
```

```lean
#print axioms OneLoopWardIdentity.vertex_add_field_eq_zero
#print axioms OneLoopWardIdentity.Z₁_eq_Z₂
#print axioms OneLoopWardIdentity.vertex_cutoff_shift
#print axioms OneLoopWardIdentity.massless_not_integrable
```

```
'OneLoopWardIdentity.vertex_add_field_eq_zero' depends on axioms: [propext, Classical.choice, Quot.sound]
'OneLoopWardIdentity.Z₁_eq_Z₂' depends on axioms: [propext, Classical.choice, Quot.sound]
'OneLoopWardIdentity.vertex_cutoff_shift' depends on axioms: [propext, Classical.choice, Quot.sound]
'OneLoopWardIdentity.massless_not_integrable' depends on axioms: [propext, Classical.choice, Quot.sound]
```

## Two loop corrections to the charge

An electron scattering from a weak external field couples to it with a strength that virtual photons attached to the electron line modify in two ways. A virtual photon can span the vertex, which changes the coupling itself, and a virtual photon can be emitted and reabsorbed on an external leg, which changes the normalization of the electron field. If the two effects compensate exactly at zero momentum transfer, they introduce no dependence of the charge on the mass of the particle that carries it. The polarization of the vacuum also rescales the charge, but by a factor common to all particles.

Let $m$ be the electron mass, $\mu$ the photon mass, $\Lambda$ the cutoff, and $x$ the Feynman parameter that weights the photon propagator, all in natural units. Write

$$D = (1-x)^2m^2 + x\mu^2, \qquad L = \ln\frac{x\Lambda^2}{D}.$$

The vertex and field-strength integrals are

$$V = \int_0^1 (1-x)\left[L + \frac{(1-4x+x^2)m^2}{D}\right]dx,$$

$$F = \int_0^1 \left[-xL + \frac{2(2-x)x(1-x)m^2}{D}\right]dx,$$

and the constants to first order are $Z_1 = 1 - \frac{\alpha}{2\pi}V$ and $Z_2 = 1 + \frac{\alpha}{2\pi}F$. Their equality for every $\alpha$ is the statement $V + F = 0$.

## A total derivative with vanishing ends

The logarithms in the two integrands add up to $(1-x)L - xL = (1-2x)L$. The rational terms add up to

$$\frac{(1-x)m^2}{D}\left[1-4x+x^2+2x(2-x)\right] = \frac{(1-x)(1-x^2)m^2}{D}.$$

The factor $1-2x$ is the derivative of $x(1-x)$, which suggests the surface term $S = x(1-x)L$. To differentiate it, note that $D' = -2(1-x)m^2 + \mu^2$, so the photon mass drops out of the combination

$$D - xD' = (1-x)^2m^2 + 2x(1-x)m^2 = (1-x^2)m^2.$$

Hence

$$L' = \frac1x - \frac{D'}{D} = \frac{D-xD'}{xD} = \frac{(1-x^2)m^2}{xD},$$

$$S' = (1-2x)L + \frac{(1-x)(1-x^2)m^2}{D}.$$

This is exactly the sum of the two integrands. At $x=1$ we have $D=\mu^2>0$, so $L$ is finite and the factor $1-x$ makes $S$ vanish. As $x\to0$, $D\to m^2$ and $x\ln x\to0$, so $S\to0$ again. Both integrals converge separately, since the only singularity is the logarithm at $x=0$. Therefore $V+F = S(1)-S(0) = 0$.

## The statement in Lean

`denom m μ x` is $D$, while `vertexIntegrand` and `fieldIntegrand` are the integrands of $V$ and $F$. All masses, the cutoff and the coupling are real numbers. The theorem `vertex_add_field_eq_zero` takes the hypotheses `0 < m`, `0 < μ` and `0 < Λ` and concludes that the two integrals sum to zero. `Z₁_eq_Z₂` draws the consequence for the constants, with $\alpha$ an arbitrary real number.

The definitions `Z₁` and `Z₂` are the first-order expressions themselves, so the equality is between truncated constants. The namespace is called `OneLoopWardIdentity`; the Ward identity relates the full vertex to the derivative of the self-energy, and what is proved here is one of its consequences at one loop.

The photon mass stands for an infrared regulator: the physical photon is massless, and $\mu$ is taken to zero once a measurable quantity has been assembled. The cutoff stands for the mass of a fictitious heavy photon whose contribution is subtracted. The integrands are the large-cutoff forms, in which terms that vanish as $\Lambda\to\infty$ have been dropped. The cancellation between these forms nevertheless holds for every positive $\Lambda$.

The step from the model to QED is the reduction of the two Feynman diagrams to these integrals. The integrands enter as definitions, and the Dirac algebra and momentum integration that produce them are taken from the usual calculation in Feynman gauge, with the electron on its mass shell.

Two further theorems describe the separate integrals. `vertex_cutoff_shift` says that replacing $\Lambda$ by $\Lambda'$ changes $V$ by $\ln(\Lambda'/\Lambda)$. Indeed $L$ changes by $2\ln(\Lambda'/\Lambda)$, and $\int_0^1(1-x)\,dx = \tfrac12$. The cancellation is thus between two quantities that each depend on the cutoff. `massless_not_integrable` says that at $\mu=0$ the integrand of $F$ is not integrable.

## From the derivative to the Lean proof

`denom_pos` shows $D>0$ for all $x\ge0$, treating $x=0$ separately because there only the electron mass contributes. This permits `log_split`, which writes $L = \ln x + \ln\Lambda^2 - \ln D$, and `continuousOn_denom`, which gives the continuity of $D$ and $\ln D$ on $[0,1]$.

`integrands_integrable` combines the known integrability of $\ln x$ with the continuity of everything else. It is needed because Lean assigns the value zero to the integral of a non-integrable function, and because the sum of two integrals may be merged into one only when both exist.

`hasDerivAt_surfaceTerm` is the calculation of $S'$. Inside it, `key` is the identity for $D-xD'$, `hlog` is the formula for $L'$, and `hc` cancels the factor $x$ against the one in the denominator of $L'$. The closing `linear_combination` matches the product rule to the sum of the integrands.

In the main theorem, `hcont` establishes the continuity of $S$ on the closed interval by writing it as

$$(1-x)(x\ln x) + x(1-x)(\ln\Lambda^2-\ln D)$$

and using the continuity of $x\ln x$. The fundamental theorem of calculus then needs the derivative only on the open interval, and the final `simp` evaluates $S$ as zero at both ends. `Z₁_eq_Z₂` multiplies the result by $-\alpha/2\pi$.

For the massless photon the proof argues by contradiction. It removes the integrable logarithms and a polynomial from the integrand of $F$, which leaves a multiple of $1/(x-1)$, and this is not integrable up to $x=1$.

## Subtracting the form factor at zero momentum transfer

In a one-loop scattering calculation, the vertex diagram gives a correction $\delta F_1(q^2)$ to the charge form factor at momentum transfer $q$, with $\delta F_1(0) = \frac{\alpha}{2\pi}V$. The two external legs each supply a factor $\sqrt{Z_2}$. To first order the form factor is therefore

$$F_1(q^2) = 1 + \delta F_1(q^2) + \frac{\alpha}{2\pi}F = 1 + \delta F_1(q^2) - \delta F_1(0).$$

The last step is $V+F=0$. It gives $F_1(0)=1$, so the vertex and leg corrections together leave the charge unchanged, and the logarithm of the cutoff disappears from the form factor. The same subtracted form factor enters the one-loop radiative corrections to atomic levels, but it describes a free electron, and the effects of binding have to be calculated in addition.

## The limit of a massless photon

At $\mu=0$ the denominator is $D=(1-x)^2m^2$, and the rational part of the field-strength integrand becomes

$$\frac{2x(2-x)}{1-x} = \frac{2}{1-x} - 2(1-x).$$

Its pole at $x=1$ is the infrared divergence that the photon mass removes. The vertex integrand has the opposite pole, $-2/(1-x)$, so the sum of the integrands stays integrable: it is $(1-2x)L + 1 + x$. The first term integrates to $-\tfrac32$ and the rest to $\tfrac32$. This massless cancellation is a supplement to the checked theorems, which assume $\mu>0$ wherever they equate the constants.
